# The sum of a plane wave over the points (±1/4, …, ±1/4) vanishes exactly when its lattice vector has an odd component

Lattice vectors and wave vectors are given throughout in reduced coordinates, that is, by their components along the primitive lattice vectors and the primitive reciprocal vectors. The Brillouin-zone average is taken here as an integral over a unit cell of wave vectors, which has volume one in these coordinates. It could also have been defined as the Fourier coefficient at $R=0$. That would remove the integration theory, but the vanishing of the average of every other plane wave would then be part of the definition, and the average would exist only for functions given by their coefficients. With the integral, this vanishing is a theorem.

The dimension $d$ is any natural number.

```lean
import Mathlib

open MeasureTheory

namespace SpecialPointStar

noncomputable section

variable {d : ℕ}
```

## Plane waves in reduced coordinates

Let $a_j$ be the primitive lattice vectors and $b_j$ the reciprocal ones, with $a_i\cdot b_j = 2\pi\delta_{ij}$. A lattice vector $\sum_j R_j a_j$ is given by its integers $R_j$, and a wave vector $\sum_j k_j b_j$ by its real numbers $k_j$. The plane wave is then

$$e_R(k) = \exp\Big(2\pi i \sum_j R_j k_j\Big).$$

In Lean, `R` has type `Fin d → ℤ` and `k` has type `Fin d → ℝ`. The shape of the cell drops out, so the results apply to any Bravais lattice.

```lean
/-- The plane wave `exp(2πi R·k)` of the lattice vector `R` at the wave vector `k`,
both in reduced coordinates. -/
def planeWave (R : Fin d → ℤ) (k : Fin d → ℝ) : ℂ :=
  Complex.exp (2 * Real.pi * Complex.I * ∑ j, (R j : ℂ) * (k j : ℂ))
```

## The points and the two averages

A choice of signs $s_j = \pm 1$ gives the point with coordinates $s_j/4$. The signs are the units of the integers, `ℤˣ`, which are exactly $1$ and $-1$.

```lean
/-- The point `(±1/4, ..., ±1/4)` with the signs `s`. -/
def starPoint (s : Fin d → ℤˣ) : Fin d → ℝ := fun j => ((s j : ℤ) : ℝ) / 4
```

On the simple cubic lattice in three dimensions these points are the star of $(1/4,1/4,1/4)$, the set of its images under the point group. The name is kept here for every lattice, although the points need not then be related by symmetry. The star average of a function $f$ is its mean over all sign choices,

$$A_\star(f) = \frac{1}{2^d}\sum_s f(s_1/4,\dots,s_d/4).$$

```lean
/-- The mean of `f` over the `2^d` points `(±1/4, ..., ±1/4)`. -/
def starAverage (f : (Fin d → ℝ) → ℂ) : ℂ := (∑ s, f (starPoint s)) / 2 ^ d
```

The zone average is

$$A_{\mathrm{BZ}}(f) = \int_{(0,1]^d} f(k)\,d^dk.$$

The cell has volume one in reduced coordinates, so the integral needs no prefactor. For an integrable function with period one in each $k_j$, such as a plane wave, this equals the average over the first Brillouin zone. In Lean the measure is the product of $d$ copies of Lebesgue measure on $(0,1]$.

```lean
/-- The integral of `f` over the unit cell `(0,1]^d` of reduced wave vectors. For periodic
integrable `f` this is the Brillouin-zone average. -/
def zoneAverage (f : (Fin d → ℝ) → ℂ) : ℂ :=
  ∫ k, f k ∂(Measure.pi fun _ : Fin d => (volume : Measure ℝ).restrict (Set.Ioc 0 1))
```

## The sum over signs is a product of cosines

The exponential of a sum is a product of exponentials, so the plane wave factorises:

$$e_R(k) = \prod_j e^{2\pi i R_j k_j}.$$

```lean
/-- A plane wave is the product of one-dimensional waves along the reduced coordinates. -/
theorem planeWave_eq_prod (R : Fin d → ℤ) (k : Fin d → ℝ) :
    planeWave R k =
      ∏ j, Complex.exp (2 * Real.pi * Complex.I * ((R j : ℂ) * (k j : ℂ))) := by
  rw [planeWave, Finset.mul_sum, Complex.exp_sum]
```

Each sign occurs in only one factor. The sum over all sign choices is therefore a product of two-term sums:

$$\sum_s \prod_j e^{i\pi s_j R_j/2} = \prod_j\left(e^{i\pi R_j/2}+e^{-i\pi R_j/2}\right) = 2^d\prod_j\cos\frac{\pi R_j}{2}.$$

In the proof, `one` is the two-term sum for a single coordinate, and `Finset.prod_univ_sum` exchanges sum and product.

```lean
/-- The sum of a plane wave over all sign choices of `(±1/4, ..., ±1/4)` is `2^d` times
the product of `cos(π R_j / 2)`. -/
theorem star_sum (R : Fin d → ℤ) :
    ∑ s, planeWave R (starPoint s) =
      2 ^ d * ∏ j, ((Real.cos (Real.pi * R j / 2) : ℝ) : ℂ) := by
  have hU : (Finset.univ : Finset ℤˣ) = {1, -1} := by decide
  -- the two signs of one coordinate give a cosine
  have one (n : ℤ) : ∑ u : ℤˣ, Complex.exp (2 * Real.pi * Complex.I *
      ((n : ℂ) * ((((u : ℤ) : ℝ) / 4 : ℝ) : ℂ))) =
      2 * ((Real.cos (Real.pi * n / 2) : ℝ) : ℂ) := by
    rw [hU, Finset.sum_pair (by decide), Complex.ofReal_cos, Complex.cos]
    have h1 : 2 * Real.pi * Complex.I * ((n : ℂ) * (((((1 : ℤˣ) : ℤ) : ℝ) / 4 : ℝ) : ℂ))
        = ((Real.pi * n / 2 : ℝ) : ℂ) * Complex.I := by
      simp only [Units.val_one]
      push_cast
      ring
    have h2 : 2 * Real.pi * Complex.I * ((n : ℂ) * (((((-1 : ℤˣ) : ℤ) : ℝ) / 4 : ℝ) : ℂ))
        = -((Real.pi * n / 2 : ℝ) : ℂ) * Complex.I := by
      simp only [Units.val_neg, Units.val_one]
      push_cast
      ring
    rw [h1, h2]
    ring
  calc ∑ s, planeWave R (starPoint s)
      = ∏ j, ∑ u : ℤˣ, Complex.exp (2 * Real.pi * Complex.I *
          ((R j : ℂ) * ((((u : ℤ) : ℝ) / 4 : ℝ) : ℂ))) := by
        rw [Finset.prod_univ_sum, Fintype.piFinset_univ]
        exact Finset.sum_congr rfl fun s _ => planeWave_eq_prod R (starPoint s)
    _ = ∏ j, 2 * ((Real.cos (Real.pi * R j / 2) : ℝ) : ℂ) :=
        Finset.prod_congr rfl fun j _ => one (R j)
    _ = _ := by
        rw [Finset.prod_mul_distrib, Finset.prod_const, Finset.card_univ, Fintype.card_fin]
```

## An odd component makes the sum vanish

Since $2^d\neq 0$, the sum is zero exactly when one of the cosines is zero. The zeros of the cosine are the odd multiples of $\pi/2$, so

$$\cos\frac{\pi n}{2}=0 \iff \frac{\pi n}{2}=\frac{(2k+1)\pi}{2}\ \text{for some integer } k \iff n \text{ is odd}.$$

This equivalence is `hcos`; the final lines apply it to the factors of the product.

```lean
/-- The sum over the star vanishes exactly when some component of `R` is odd. -/
theorem star_sum_eq_zero_iff (R : Fin d → ℤ) :
    ∑ s, planeWave R (starPoint s) = 0 ↔ ∃ j, Odd (R j) := by
  have hcos (n : ℤ) : Real.cos (Real.pi * n / 2) = 0 ↔ Odd n := by
    rw [Real.cos_eq_zero_iff]
    constructor
    · rintro ⟨k, hk⟩
      have h : (n : ℝ) = 2 * k + 1 := by
        apply mul_left_cancel₀ Real.pi_ne_zero
        linear_combination 2 * hk
      exact ⟨k, by exact_mod_cast h⟩
    · rintro ⟨k, rfl⟩
      exact ⟨k, by push_cast; ring⟩
  have h2 : (2 : ℂ) ^ d ≠ 0 := pow_ne_zero _ two_ne_zero
  rw [star_sum, mul_eq_zero, or_iff_right h2, Finset.prod_eq_zero_iff]
  simp only [Finset.mem_univ, true_and, Complex.ofReal_eq_zero, hcos]
```

If all components are even, write $R_j = 2m_j$. Then $\cos(\pi m_j) = (-1)^{m_j}$, and

$$\sum_s e_{2m}(s_1/4,\dots,s_d/4) = 2^d\prod_j(-1)^{m_j}.$$

After division by $2^d$, the star average of such a wave is $+1$ or $-1$: there is no partial cancellation.

```lean
/-- For a lattice vector `2m` with all components even, the sum over the star is `2^d`
times the product of the signs `(-1)^(m_j)`. -/
theorem star_sum_even (m : Fin d → ℤ) :
    ∑ s, planeWave (fun j => 2 * m j) (starPoint s) = 2 ^ d * ∏ j, (-1 : ℂ) ^ (m j) := by
  rw [star_sum]
  congr 1
  refine Finset.prod_congr rfl fun j _ => ?_
  have h : Real.pi * ((2 * m j : ℤ) : ℝ) / 2 = (m j : ℝ) * Real.pi := by
    push_cast
    ring
  rw [h, Real.cos_int_mul_pi]
  push_cast
  rfl
```

## The zone average keeps only the constant wave

In one dimension, for an integer $n\neq 0$,

$$\int_0^1 e^{2\pi i n x}\,dx = \frac{e^{2\pi i n}-1}{2\pi i n} = 0,$$

while for $n=0$ the integral is $1$. The integral over the cell is the product of these one-dimensional integrals. If $R\neq 0$, some component is nonzero and its factor makes the product vanish; if $R=0$, the product is $1$. The proof uses the same steps, with `integral_fintype_prod_eq_prod` factorising the integral.

```lean
/-- The zone average of a plane wave is one for `R = 0` and zero for every other
lattice vector. -/
theorem zoneAverage_planeWave (R : Fin d → ℤ) :
    zoneAverage (planeWave R) = if R = 0 then 1 else 0 := by
  have one (n : ℤ) : ∫ x in Set.Ioc (0 : ℝ) 1,
      Complex.exp (2 * Real.pi * Complex.I * ((n : ℂ) * (x : ℂ))) =
      if n = 0 then 1 else 0 := by
    rw [← intervalIntegral.integral_of_le zero_le_one]
    by_cases hn : n = 0
    · subst hn
      simp
    · have hc : 2 * Real.pi * Complex.I * (n : ℂ) ≠ 0 :=
        mul_ne_zero Complex.two_pi_I_ne_zero (Int.cast_ne_zero.mpr hn)
      have h1 : Complex.exp (2 * Real.pi * Complex.I * (n : ℂ)) = 1 := by
        rw [mul_comm]
        exact Complex.exp_int_mul_two_pi_mul_I n
      simp_rw [← mul_assoc]
      rw [integral_exp_mul_complex hc, Complex.ofReal_one, mul_one, h1,
        Complex.ofReal_zero, mul_zero, Complex.exp_zero, sub_self, zero_div, if_neg hn]
  -- the integral over the cell factorises
  unfold zoneAverage
  simp_rw [planeWave_eq_prod]
  rw [integral_fintype_prod_eq_prod (fun j (x : ℝ) =>
    Complex.exp (2 * Real.pi * Complex.I * ((R j : ℂ) * (x : ℂ))))]
  simp_rw [one]
  by_cases hR : R = 0
  · simp [hR]
  · obtain ⟨j, hj⟩ := Function.ne_iff.mp hR
    rw [if_neg hR]
    exact Finset.prod_eq_zero (Finset.mem_univ j) (if_neg hj)
```

## When the two averages agree

For $R\neq 0$ the zone average is $0$, so the star average is exact precisely when the sum over signs vanishes, that is, when some $R_j$ is odd. The hypothesis `hR` excludes $R=0$, for which both averages equal $1$ although no component is odd.

```lean
/-- For a nonzero lattice vector, the star average of the plane wave equals its zone
average exactly when some component of `R` is odd. -/
theorem planeWave_exact_iff (R : Fin d → ℤ) (hR : R ≠ 0) :
    starAverage (planeWave R) = zoneAverage (planeWave R) ↔ ∃ j, Odd (R j) := by
  have h2 : (2 : ℂ) ^ d ≠ 0 := pow_ne_zero _ two_ne_zero
  rw [zoneAverage_planeWave, if_neg hR, starAverage, div_eq_zero_iff, or_iff_left h2,
    star_sum_eq_zero_iff]
```

Now take a finite Fourier sum with complex coefficients,

$$f(k)=\sum_{R\in S} c_R\, e_R(k).$$

Both averages are linear, so

$$A_\star(f)=\sum_{R\in S}c_R\,A_\star(e_R),\qquad A_{\mathrm{BZ}}(f)=\sum_{R\in S}c_R\,A_{\mathrm{BZ}}(e_R).$$

The term $R=0$, if present, contributes $c_0$ to each. Every other term contributes zero to both, provided that its $R$ has an odd component. This condition is the hypothesis `hS`. Physically it limits which lattice translations contribute to $f$: it holds, for instance, if every component of every $R$ in $S$ is $-1$, $0$ or $1$, as for the band energy of a model with one orbital per site, orthonormal orbitals and nearest-neighbour hopping on a simple cubic lattice, with the cube edges as primitive vectors.

Without `hS` the equality can fail already in one dimension. Take $f(k)=e^{4\pi i k}$, so that $S=\{2\}$ and $c_2=1$. At both points $k=\pm 1/4$ the value is $e^{\pm i\pi}=-1$, so the star average is $-1$, while the zone average is $0$.

In the proof, `hstar` and `hzone` are the two linearity statements. The second needs each plane wave to be integrable, which `hint` obtains from continuity and modulus one on a cell of finite volume. The last lines compare the sums term by term.

```lean
/-- If every nonzero lattice vector of a finite Fourier sum has an odd component, the
average over the points `(±1/4, ..., ±1/4)` equals the Brillouin-zone average. -/
theorem starAverage_eq_zoneAverage (S : Finset (Fin d → ℤ)) (c : (Fin d → ℤ) → ℂ)
    (hS : ∀ R ∈ S, R ≠ 0 → ∃ j, Odd (R j)) :
    starAverage (fun k => ∑ R ∈ S, c R * planeWave R k) =
      zoneAverage (fun k => ∑ R ∈ S, c R * planeWave R k) := by
  -- plane waves are continuous and of modulus one, hence integrable over the cell
  have hint (R : Fin d → ℤ) : Integrable (planeWave R)
      (Measure.pi fun _ : Fin d => (volume : Measure ℝ).restrict (Set.Ioc 0 1)) := by
    have hcont : Continuous (planeWave R) := by
      unfold planeWave
      fun_prop
    refine Integrable.of_bound hcont.aestronglyMeasurable 1 (Filter.Eventually.of_forall ?_)
    intro k
    have h : planeWave R k =
        Complex.exp (((2 * Real.pi * ∑ j, (R j : ℝ) * k j : ℝ) : ℂ) * Complex.I) := by
      unfold planeWave
      congr 1
      push_cast
      ring
    rw [h, Complex.norm_exp_ofReal_mul_I]
  have hstar : starAverage (fun k => ∑ R ∈ S, c R * planeWave R k) =
      ∑ R ∈ S, c R * starAverage (planeWave R) := by
    unfold starAverage
    rw [Finset.sum_comm, Finset.sum_div]
    refine Finset.sum_congr rfl fun R _ => ?_
    rw [← Finset.mul_sum, mul_div_assoc]
  have hzone : zoneAverage (fun k => ∑ R ∈ S, c R * planeWave R k) =
      ∑ R ∈ S, c R * zoneAverage (planeWave R) := by
    unfold zoneAverage
    rw [MeasureTheory.integral_finsetSum S fun R _ => (hint R).const_mul (c R)]
    exact Finset.sum_congr rfl fun R _ => integral_const_mul (c R) _
  rw [hstar, hzone]
  refine Finset.sum_congr rfl fun R hRS => ?_
  congr 1
  by_cases hR : R = 0
  · subst hR
    rw [zoneAverage_planeWave, if_pos rfl, starAverage, star_sum]
    simp
  · exact (planeWave_exact_iff R hR).mpr (hS R hRS hR)

end

end SpecialPointStar
```

```lean
#print axioms SpecialPointStar.star_sum_even
#print axioms SpecialPointStar.planeWave_exact_iff
#print axioms SpecialPointStar.starAverage_eq_zoneAverage
```

```
'SpecialPointStar.star_sum_even' depends on axioms: [propext, Classical.choice, Quot.sound]
'SpecialPointStar.planeWave_exact_iff' depends on axioms: [propext, Classical.choice, Quot.sound]
'SpecialPointStar.starAverage_eq_zoneAverage' depends on axioms: [propext, Classical.choice, Quot.sound]
```

In electronic-structure calculations these points form the $2\times\dots\times 2$ Monkhorst–Pack grid, and the last theorem says that this grid gives the exact zone average of every finite Fourier sum satisfying `hS`. The condition is sufficient but not necessary, since the errors of terms that violate it can cancel, as in $e^{4\pi i k}-e^{-4\pi i k}$. If a sum satisfying `hS` is also unchanged when any single reduced coordinate is reversed, all $2^d$ values coincide and the single point $(1/4,\dots,1/4)$ gives the average. Infinite Fourier series are not treated, and neither are the discontinuous integrands that partly filled bands produce at zero temperature.
